# A unitary 2 × 2 coefficient matrix that gives each basis term weight one half in each level

The declaration concerns one explicit 2 × 2 complex matrix, with (1 + i)/2 on the diagonal and (1 − i)/2 off it, whose columns hold the expansion coefficients of two levels in two basis terms. It states that this matrix is unitary and that every entry has squared modulus 1/2, so each term has weight one half in each level. Unitarity makes the columns normalised and mutually orthogonal; no Hamiltonian or energies enter. The attempt proves unitarity by checking the four entries of the matrix times its conjugate transpose against the identity, and then computes the four weights directly.

The first attempt, which Lean rejects:

```lean
import Mathlib

open Matrix

namespace EvenMixingWeights

noncomputable section

variable {n : Type*} [Fintype n] [DecidableEq n]

/-- The weight of basis term `t` in level `i`: the squared modulus of the expansion
coefficient in row `t` and column `i`. -/
def weight (U : Matrix n n ℂ) (t i : n) : ℝ := Complex.normSq (U t i)

/-- A two-level coefficient matrix with evenly mixed levels. -/
def evenMixing : Matrix (Fin 2) (Fin 2) ℂ :=
  !![(1 + Complex.I) / 2, (1 - Complex.I) / 2;
     (1 - Complex.I) / 2, (1 + Complex.I) / 2]

/-- The matrix `evenMixing` is unitary, and each term has weight exactly one half
in each level. -/
theorem evenMixing_weights : evenMixing ∈ Matrix.unitaryGroup (Fin 2) ℂ ∧
    ∀ t i, weight evenMixing t i = 1 / 2 := by
  constructor
  · rw [Matrix.mem_unitaryGroup_iff]
    ext i j
    fin_cases i <;> fin_cases j <;>
      simp [evenMixing, Matrix.mul_apply, Fin.sum_univ_two, Complex.ext_iff] <;> norm_num
  · intro t i
    fin_cases t <;> fin_cases i <;>
      simp [weight, evenMixing, Complex.normSq_apply] <;> norm_num

end

end EvenMixingWeights
```

The error:

```
Main.lean:25:2: error: unsolved goals
case left.«0».«0»
⊢ 1 / 2 * ((1 + -Complex.I) / (starRingEnd ℂ) 2).re - 1 / 2 * ((1 + -Complex.I) / (starRingEnd ℂ) 2).im +
        (1 / 2 * ((1 + Complex.I) / (starRingEnd ℂ) 2).re + 1 / 2 * ((1 + Complex.I) / (starRingEnd ℂ) 2).im) =
      1 ∧
    1 / 2 * ((1 + -Complex.I) / (starRingEnd ℂ) 2).im + 1 / 2 * ((1 + -Complex.I) / (starRingEnd ℂ) 2).re +
        (1 / 2 * ((1 + Complex.I) / (starRingEnd ℂ) 2).im + -(1 / 2 * ((1 + Complex.I) / (starRingEnd ℂ) 2).re)) =
      0

case left.«0».«1»
⊢ 1 / 2 * ((1 + Complex.I) / (starRingEnd ℂ) 2).re - 1 / 2 * ((1 + Complex.I) / (starRingEnd ℂ) 2).im +
        (1 / 2 * ((1 + -Complex.I) / (starRingEnd ℂ) 2).re + 1 / 2 * ((1 + -Complex.I) / (starRingEnd ℂ) 2).im) =
      0 ∧
    1 / 2 * ((1 + Complex.I) / (starRingEnd ℂ) 2).im + 1 / 2 * ((1 + Complex.I) / (starRingEnd ℂ) 2).re +
        (1 / 2 * ((1 + -Complex.I) / (starRingEnd ℂ) 2).im + -(1 / 2 * ((1 + -Complex.I) / (starRingEnd ℂ) 2).re)) =
      0

case left.«1».«0»
⊢ 1 / 2 * ((1 + -Complex.I) / (starRingEnd ℂ) 2).re + 1 / 2 * ((1 + -Complex.I) / (starRingEnd ℂ) 2).im +
        (1 / 2 * ((1 + Complex.I) / (starRingEnd ℂ) 2).re - 1 / 2 * ((1 + Complex.I) / (starRingEnd ℂ) 2).im) =
      0 ∧
    1 / 2 * ((1 + -Complex.I) / (starRingEnd ℂ) 2).im + -(1 / 2 * ((1 + -Complex.I) / (starRingEnd ℂ) 2).re) +
        (1 / 2 * ((1 + Complex.I) / (starRingEnd ℂ) 2).im + 1 / 2 * ((1 + Complex.I) / (starRingEnd ℂ) 2).re) =
      0

case left.«1».«1»
⊢ 1 / 2 * ((1 + Complex.I) / (starRingEnd ℂ) 2).re + 1 / 2 * ((1 + Complex.I) / (starRingEnd ℂ) 2).im +
        (1 / 2 * ((1 + -Complex.I) / (starRingEnd ℂ) 2).re - 1 / 2 * ((1 + -Complex.I) / (starRingEnd ℂ) 2).im) =
      1 ∧
    1 / 2 * ((1 + Complex.I) / (starRingEnd ℂ) 2).im + -(1 / 2 * ((1 + Complex.I) / (starRingEnd ℂ) 2).re) +
        (1 / 2 * ((1 + -Complex.I) / (starRingEnd ℂ) 2).im + 1 / 2 * ((1 + -Complex.I) / (starRingEnd ℂ) 2).re) =
      0
```

After these edits no error is left:

```diff
@@ -24,7 +24,11 @@
   constructor
   · rw [Matrix.mem_unitaryGroup_iff]
+    have hre : ∀ z : ℂ, (star z).re = z.re := fun _ => rfl
+    have him : ∀ z : ℂ, (star z).im = -z.im := fun _ => rfl
     ext i j
-    fin_cases i <;> fin_cases j <;>
-      simp [evenMixing, Matrix.mul_apply, Fin.sum_univ_two, Complex.ext_iff] <;> norm_num
+    -- compare real and imaginary parts before inserting the entries
+    simp only [Matrix.mul_apply, Matrix.star_apply, Fin.sum_univ_two, Complex.ext_iff,
+      Complex.add_re, Complex.add_im, Complex.mul_re, Complex.mul_im, hre, him]
+    fin_cases i <;> fin_cases j <;> simp [evenMixing] <;> norm_num
   · intro t i
     fin_cases t <;> fin_cases i <;>
```

Diagnosis. All four unsolved goals belong to the unitarity half, one for each entry of the product. In each, `simp` has carried the conjugation inside the quotient, so that the conjugate of (1 + i)/2 has become a quotient with denominator `(starRingEnd ℂ) 2`. This is just 2, but neither `simp` nor the `norm_num` after it rewrote it so. The real and imaginary parts of these quotients were therefore never worked out, and the arithmetic could not finish.

The repair takes real and imaginary parts while the entries are still symbolic. `hre` and `him` say that conjugation keeps the real part and negates the imaginary part, both true by definition. The `simp only` call expands the product into such parts and uses these two facts to remove every `star`. Only then does `simp [evenMixing]` insert the entries, so no conjugated quotient arises and the remaining arithmetic closes. The case split now comes after the expansion, just before the entries are inserted. The added comment only describes this order.
